# For a nonrelativistic 1s electron and a point nucleus, the magnetic Uehling loop changes the hyperfine splitting by the fraction 3α(Zα)/8 to leading order

Let x = Zα > 0, where Z is the nuclear charge number and α the fine-structure constant, and let M(x) be the magnetic loop factor for a point nucleus and a nonrelativistic 1s electron:

M(x) = (2/(3π)) ∫₁^∞ w(t) R(x,t) dt

w(t) = (1 + 1/(2t²)) √(t² − 1)/t²

R(x,t) = ∫₀^∞ (1 + 2tr) e^(−2tr) · 2x e^(−2xr) dr

Then M(x)/x → 3/8 as x decreases to 0, and for every x > 0

(3/8) x (1 − 3x/2) ≤ M(x) ≤ (3/8) x.

In this model, αM(x) is the relative change in the ground-state hyperfine splitting of a hydrogen-like atom when the photon exchanged between the electron and the nuclear magnetic moment forms one virtual electron–positron pair. Its leading term is therefore (3/8) α(Zα). This is not the whole Uehling correction to the splitting: the same loop in the Coulomb field of the nucleus raises the electron density at the nucleus and adds an equal leading term, which is not part of M.

```lean
import Mathlib

open MeasureTheory Set Filter
open scoped Real Topology

namespace UehlingMagneticLoop

noncomputable section
```

## Spectrum, radial average and loop factor

Lengths r are in reduced electron Compton wavelengths. The virtual pair has invariant mass 2t in units of the electron mass, so its spectrum starts at t = 1. The function w is the one-loop spectral weight, with the coupling α and the factor 2/(3π) taken out.

```lean
/-- The spectral weight of one-loop vacuum polarization, without its constant factor `2α/(3π)`, as a
function of the mass parameter `t` of the virtual pair. -/
def spectralWeight (t : ℝ) : ℝ := (1 + 1 / (2 * t ^ 2)) * √(t ^ 2 - 1) / t ^ 2
```

A pair of mass 2t adds to the vector potential of a point magnetic dipole a correction equal, apart from the spectral weight and its prefactor, to that potential times (1 + 2tr) e^(−2tr). For a 1s electron to leading order in Zα, the hyperfine interaction weights the distance r by 2x e^(−2xr), which integrates to 1. The average R(x,t) is defined as the integral itself, with `Ioi (0 : ℝ)` standing for r > 0.

```lean
/-- The magnetic Yukawa factor `(1 + 2tr) exp(-2tr)` averaged over the radial
distribution `2x exp(-2xr)`. -/
def radialAverage (x t : ℝ) : ℝ :=
  ∫ r in Ioi (0 : ℝ), (1 + 2 * t * r) * Real.exp (-2 * t * r) * (2 * x * Real.exp (-2 * x * r))
```

The loop factor is likewise defined as an integral over t > 1 of the integral over r. Leaving out the single point t = 1 changes nothing.

```lean
/-- The magnetic loop factor `M(x)`: the radial average integrated over the
vacuum-polarization spectrum. -/
def magneticLoop (x : ℝ) : ℝ :=
  2 / (3 * π) * ∫ t in Ioi (1 : ℝ), spectralWeight t * radialAverage x t
```

These three definitions carry the physics, and they are postulated: neither the spectral weight nor the dipole factor is derived from QED. Nuclear size, the distribution of magnetisation in the nucleus and relativistic corrections to the electron density are left out. The bounds for all x > 0 are therefore statements about this model and not about heavy ions.

A different model would take the Dirac 1s state, whose weight is proportional to r^(2γ−2) e^(−2xr) with γ = √(1 − x²). The average would then contain non-integer powers of x/(t + x), x would have to stay below √3/2 for the weight to be normalisable, and the upper bound (3/8) x would fail for x close enough to √3/2, where the loop factor grows without limit.

## The radial average in closed form

Put s = t + x. The two exponentials combine to e^(−2sr), and

R(x,t) = 2x [1/(2s) + 2t/(2s)²] = x/(t + x) + xt/(t + x)².

The same value follows from the antiderivative

F(r) = −(x/s + xt/s² + (2xt/s) r) e^(−2sr).

Its derivative is

F′(r) = (−2xt/s + 2x + 2xt/s + 4xtr) e^(−2sr) = 2x(1 + 2tr) e^(−2sr),

which is the integrand. Since F(r) → 0 at large r, the integral is −F(0).

In the proof, `hderiv` is the differentiation and `hlim` the limit, obtained from y⁰e^(−y) → 0 and y¹e^(−y) → 0 with y = 2sr. The integrand is nonnegative (`hpos`), so the fundamental theorem of calculus on a half-line applies without a separate convergence argument. The closed form is proved for all t > 0, which includes the physical range t ≥ 1.

```lean
/-- The radial average in closed form, for `x > 0` and `t > 0`. -/
theorem radialAverage_eq {x t : ℝ} (hx : 0 < x) (ht : 0 < t) :
    radialAverage x t = x / (t + x) + x * t / (t + x) ^ 2 := by
  have hs : 0 < t + x := by positivity
  -- an explicit antiderivative in r
  have hderiv : ∀ r ∈ Ici (0 : ℝ), HasDerivAt
      (fun r : ℝ => -(x / (t + x) + x * t / (t + x) ^ 2 + 2 * x * t / (t + x) * r)
        * Real.exp (-(2 * (t + x) * r)))
      ((1 + 2 * t * r) * Real.exp (-2 * t * r) * (2 * x * Real.exp (-2 * x * r))) r := by
    intro r _
    have h1 := (((hasDerivAt_id' r).const_mul (2 * x * t / (t + x))).const_add
      (x / (t + x) + x * t / (t + x) ^ 2)).fun_neg
    have h2 := ((hasDerivAt_id' r).const_mul (2 * (t + x))).fun_neg.exp
    refine (h1.fun_mul h2).congr_deriv ?_
    have he : Real.exp (-2 * t * r) * Real.exp (-2 * x * r)
        = Real.exp (-(2 * (t + x) * r)) := by
      rw [← Real.exp_add]; congr 1; ring
    rw [show (1 + 2 * t * r) * Real.exp (-2 * t * r) * (2 * x * Real.exp (-2 * x * r))
      = (1 + 2 * t * r) * (2 * x) * (Real.exp (-2 * t * r) * Real.exp (-2 * x * r)) by ring, he]
    generalize Real.exp (-(2 * (t + x) * r)) = E
    field_simp
    ring
  have hpos : ∀ r ∈ Ioi (0 : ℝ),
      0 ≤ (1 + 2 * t * r) * Real.exp (-2 * t * r) * (2 * x * Real.exp (-2 * x * r)) := by
    intro r hr
    have hr' : 0 < r := hr
    positivity
  -- the antiderivative vanishes at large distance
  have hlim : Tendsto
      (fun r : ℝ => -(x / (t + x) + x * t / (t + x) ^ 2 + 2 * x * t / (t + x) * r)
        * Real.exp (-(2 * (t + x) * r))) atTop (𝓝 0) := by
    have hk : Tendsto (fun r : ℝ => 2 * (t + x) * r) atTop atTop :=
      tendsto_id.const_mul_atTop (by positivity)
    have h := (((Real.tendsto_pow_mul_exp_neg_atTop_nhds_zero 0).comp hk).const_mul
      (-(x / (t + x) + x * t / (t + x) ^ 2))).add
      (((Real.tendsto_pow_mul_exp_neg_atTop_nhds_zero 1).comp hk).const_mul
      (-(x * t / (t + x) ^ 2)))
    simp only [mul_zero, add_zero] at h
    refine h.congr fun r => ?_
    simp only [Function.comp_apply, pow_zero, pow_one]
    generalize Real.exp (-(2 * (t + x) * r)) = E
    field_simp
    ring
  refine (integral_Ioi_of_hasDerivAt_of_nonneg' hderiv hpos hlim).trans ?_
  simp
```

## The inverse moment of the spectrum

For small x the average is close to 2x/t, so the leading coefficient depends on ∫₁^∞ w(t)/t dt. Write q = √(t² − 1), so that

w(t)/t = q/t³ + q/(2t⁵),

and take

G(t) = (9/16) arctan q − q (7/(16t²) + 1/(8t⁴)).

Because q′ = t/q and 1 + q² = t², the derivative of arctan q is 1/(tq). Hence

G′(t) = 9/(16tq) − (t/q)(7/(16t²) + 1/(8t⁴)) + q(7/(8t³) + 1/(2t⁵)).

The first two terms combine to

(1/(8tq))(1 − 1/t²) = q/(8t³),

and the sum is q/t³ + q/(2t⁵), as required. At t = 1 we have q = 0 and G(1) = 0. At large t, arctan q → π/2, while q/t² ≤ 1/t → 0. Therefore

∫₁^∞ w(t)/t dt = (9/16)(π/2) = 9π/32.

The square root has no finite derivative at t = 1, so the proof uses continuity of G there (`hcont`) and differentiability only for t > 1 (`hderiv`). In `hderiv`, the root is replaced by a letter `q`, and `linear_combination` brings in q² = t² − 1. The theorem gives integrability together with the value, and both are needed below.

```lean
/-- The inverse first moment of the spectral weight is finite and equals `9π/32`. -/
theorem spectral_moment : IntegrableOn (fun t => spectralWeight t / t) (Ioi 1) ∧
    ∫ t in Ioi (1 : ℝ), spectralWeight t / t = 9 * π / 32 := by
  let G : ℝ → ℝ := fun t => 9 / 16 * Real.arctan (√(t ^ 2 - 1))
    - √(t ^ 2 - 1) * (7 / 16 * (t⁻¹) ^ 2 + 1 / 8 * (t⁻¹) ^ 4)
  have hcont : ContinuousWithinAt G (Ici 1) 1 := by
    have hc : Continuous (fun t : ℝ => √(t ^ 2 - 1)) := by fun_prop
    have hi : ContinuousAt (fun t : ℝ => t⁻¹) 1 := continuousAt_inv₀ one_ne_zero
    exact ((continuousAt_const.mul (Real.continuous_arctan.comp hc).continuousAt).sub
      (hc.continuousAt.mul ((continuousAt_const.mul (hi.pow 2)).add
        (continuousAt_const.mul (hi.pow 4))))).continuousWithinAt
  have hderiv : ∀ t ∈ Ioi (1 : ℝ), HasDerivAt G (spectralWeight t / t) t := by
    intro t ht
    have ht1 : 1 < t := ht
    have ht0 : t ≠ 0 := by positivity
    have hp : 0 < t ^ 2 - 1 := by nlinarith
    have hq0 : √(t ^ 2 - 1) ≠ 0 := (Real.sqrt_pos.mpr hp).ne'
    have hq2 : (√(t ^ 2 - 1)) ^ 2 = t ^ 2 - 1 := Real.sq_sqrt hp.le
    have h0 : HasDerivAt (fun t : ℝ => t ^ 2 - 1) (2 * t) t :=
      ((hasDerivAt_pow 2 t).sub_const 1).congr_deriv (by norm_num)
    have hq : HasDerivAt (fun t : ℝ => √(t ^ 2 - 1)) (t / √(t ^ 2 - 1)) t :=
      (h0.sqrt hp.ne').congr_deriv (mul_div_mul_left _ _ two_ne_zero)
    have hi := hasDerivAt_inv ht0
    have hpoly : HasDerivAt (fun t : ℝ => 7 / 16 * (t⁻¹) ^ 2 + 1 / 8 * (t⁻¹) ^ 4)
        (-(7 / 8) / t ^ 3 - 1 / 2 / t ^ 5) t :=
      (((hi.fun_pow 2).const_mul (7 / 16)).fun_add
        ((hi.fun_pow 4).const_mul (1 / 8))).congr_deriv (by
          norm_num
          field_simp
          ring)
    refine ((hq.arctan.const_mul (9 / 16)).fun_sub (hq.fun_mul hpoly)).congr_deriv ?_
    unfold spectralWeight
    rw [show 1 + (√(t ^ 2 - 1)) ^ 2 = t ^ 2 by linarith]
    generalize √(t ^ 2 - 1) = q at hq0 hq2 ⊢
    linear_combination (norm := skip) (-(1 / (8 * q * t ^ 3))) * hq2
    field_simp
    ring
  have hpos : ∀ t ∈ Ioi (1 : ℝ), 0 ≤ spectralWeight t / t := by
    intro t ht
    have ht0 : 0 < t := lt_trans one_pos ht
    unfold spectralWeight
    positivity
  have hlim : Tendsto G atTop (𝓝 (9 * π / 32)) := by
    have hq : Tendsto (fun t : ℝ => √(t ^ 2 - 1)) atTop atTop := by
      refine tendsto_atTop_mono' atTop ?_ (tendsto_atTop_add_const_right atTop (-1) tendsto_id)
      filter_upwards [eventually_ge_atTop (1 : ℝ)] with t ht
      exact (le_abs_self _).trans (Real.abs_le_sqrt (by simp only [id]; nlinarith))
    have harc : Tendsto (fun t : ℝ => Real.arctan (√(t ^ 2 - 1))) atTop (𝓝 (π / 2)) :=
      (Real.tendsto_arctan_atTop.mono_right nhdsWithin_le_nhds).comp hq
    have hu : Tendsto (fun t : ℝ => t⁻¹) atTop (𝓝 0) := tendsto_inv_atTop_zero
    have hqu : Tendsto (fun t : ℝ => √(t ^ 2 - 1) * (t⁻¹) ^ 2) atTop (𝓝 0) := by
      refine squeeze_zero' (Eventually.of_forall fun t => by positivity) ?_ hu
      filter_upwards [eventually_ge_atTop (1 : ℝ)] with t ht
      have ht0 : 0 < t := by linarith
      have hle : √(t ^ 2 - 1) ≤ t := Real.sqrt_le_iff.mpr ⟨ht0.le, by linarith⟩
      calc √(t ^ 2 - 1) * (t⁻¹) ^ 2 ≤ t * (t⁻¹) ^ 2 := by gcongr
        _ = t⁻¹ := by field_simp
    have h := (harc.const_mul (9 / 16)).sub
      (hqu.mul (((hu.pow 2).const_mul (1 / 8)).const_add (7 / 16)))
    rw [show 9 / 16 * (π / 2) - 0 * (7 / 16 + 1 / 8 * (0 : ℝ) ^ 2) = 9 * π / 32 by ring] at h
    exact h.congr fun t => by simp only [G]; ring
  refine ⟨integrableOn_Ioi_deriv_of_nonneg hcont hderiv hpos hlim,
    (integral_Ioi_of_hasDerivAt_of_nonneg hcont hderiv hpos hlim).trans ?_⟩
  simp [G]
```

## Bounds at each pair mass

Subtracting the closed form from 2x/t gives

2x/t − R(x,t) = x²(3t + 2x)/(t(t + x)²) ≥ 0.

For the lower bound,

R(x,t) − (1 − 3x/2)(2x/t) = x² [3(t + x)² − 3t − 2x]/(t(t + x)²),

and the bracket equals

3t(t − 1) + x(6t − 2) + 3x²,

which is nonnegative when t ≥ 1. The threshold for pair creation is thus what makes the relative error at most 3x/2 at every t.

In the proof, `field_simp` and `ring` check the two identities, and `nlinarith` finds the sign of the bracket from the products t(t − 1) ≥ 0 and x(t − 1) ≥ 0.

```lean
/-- For `x > 0` and `t ≥ 1` the radial average lies between `(1 - 3x/2) 2x/t` and `2x/t`. -/
theorem radialAverage_bounds {x t : ℝ} (hx : 0 < x) (ht : 1 ≤ t) :
    (1 - 3 * x / 2) * (2 * x) / t ≤ radialAverage x t ∧ radialAverage x t ≤ 2 * x / t := by
  have ht0 : 0 < t := by linarith
  have hs : 0 < t + x := by positivity
  rw [radialAverage_eq hx ht0]
  constructor
  · have h : x / (t + x) + x * t / (t + x) ^ 2 - (1 - 3 * x / 2) * (2 * x) / t
        = x ^ 2 * (3 * (t + x) ^ 2 - (3 * t + 2 * x)) / (t * (t + x) ^ 2) := by
      field_simp
      ring
    have hn : 0 ≤ 3 * (t + x) ^ 2 - (3 * t + 2 * x) := by
      nlinarith [mul_nonneg ht0.le (sub_nonneg.mpr ht), mul_nonneg hx.le (sub_nonneg.mpr ht)]
    have : 0 ≤ x ^ 2 * (3 * (t + x) ^ 2 - (3 * t + 2 * x)) / (t * (t + x) ^ 2) := by
      exact div_nonneg (mul_nonneg (sq_nonneg x) hn) (by positivity)
    linarith
  · have h : 2 * x / t - (x / (t + x) + x * t / (t + x) ^ 2)
        = x ^ 2 * (3 * t + 2 * x) / (t * (t + x) ^ 2) := by
      field_simp
      ring
    have : 0 ≤ x ^ 2 * (3 * t + 2 * x) / (t * (t + x) ^ 2) := by positivity
    linarith
```

## Convergence of the spectral integral

Since w(t) ≥ 0, the upper bound gives

0 ≤ w(t) R(x,t) ≤ 2x · w(t)/t,

and the right-hand side is integrable by the moment computation. So the integral over t converges for every x > 0. This matters for the definition of M, because Lean assigns the value 0 to an integral that does not converge.

The domination argument is carried out on the closed form, whose measurability in t is immediate, and is then transferred to the average defined by the integral over r.

```lean
/-- The spectral integral defining the magnetic loop converges for every `x > 0`. -/
theorem magneticLoop_integrable {x : ℝ} (hx : 0 < x) :
    IntegrableOn (fun t => spectralWeight t * radialAverage x t) (Ioi 1) := by
  have hm : Measurable
      (fun t : ℝ => spectralWeight t * (x / (t + x) + x * t / (t + x) ^ 2)) := by
    unfold spectralWeight
    fun_prop
  have hi : IntegrableOn
      (fun t : ℝ => spectralWeight t * (x / (t + x) + x * t / (t + x) ^ 2)) (Ioi 1) := by
    refine Integrable.mono' (spectral_moment.1.const_mul (2 * x)) hm.aestronglyMeasurable ?_
    refine (ae_restrict_iff' measurableSet_Ioi).mpr (Eventually.of_forall fun t ht => ?_)
    have ht1 : 1 < t := ht
    have ht0 : 0 < t := by linarith
    have hw : 0 ≤ spectralWeight t := by unfold spectralWeight; positivity
    have hb := (radialAverage_bounds hx ht1.le).2
    rw [radialAverage_eq hx ht0] at hb
    rw [Real.norm_of_nonneg (mul_nonneg hw (by positivity))]
    calc _ ≤ spectralWeight t * (2 * x / t) := mul_le_mul_of_nonneg_left hb hw
      _ = 2 * x * (spectralWeight t / t) := by ring
  refine hi.congr_fun (fun t ht => ?_) measurableSet_Ioi
  simp only [radialAverage_eq hx (lt_trans one_pos ht)]
```

## The two-sided estimate for M(x)

Multiply the pointwise bounds by w(t) and integrate over t > 1:

(1 − 3x/2) · 2x · 9π/32 ≤ ∫₁^∞ w(t) R(x,t) dt ≤ 2x · 9π/32.

The prefactor turns the upper value into

(2/(3π)) · 2x · (9π/32) = (3/8) x,

and the lower value into the same expression times 1 − 3x/2. For x ≥ 2/3 the lower bound is no longer positive and says nothing useful; for small x it limits the relative error of the leading term.

Here `hlow` and `hupp` are the two integrated inequalities, `hval` inserts the moment, and `hpi` cancels π.

```lean
/-- For every `x > 0` the magnetic loop is at most `3x/8`, and falls below it by a
relative amount of at most `3x/2`. -/
theorem magneticLoop_bounds {x : ℝ} (hx : 0 < x) :
    3 / 8 * x * (1 - 3 * x / 2) ≤ magneticLoop x ∧ magneticLoop x ≤ 3 / 8 * x := by
  have hw : ∀ t ∈ Ioi (1 : ℝ), 0 ≤ spectralWeight t := by
    intro t _
    unfold spectralWeight
    positivity
  have hc : 0 ≤ 2 / (3 * π) := by positivity
  have hval : ∀ c : ℝ, ∫ t in Ioi (1 : ℝ), c * (spectralWeight t / t) = c * (9 * π / 32) :=
    fun c => by rw [integral_const_mul, spectral_moment.2]
  -- integrate the pointwise bounds over the spectrum
  have hlow := setIntegral_mono_on (spectral_moment.1.const_mul ((1 - 3 * x / 2) * (2 * x)))
    (magneticLoop_integrable hx) measurableSet_Ioi (fun t ht => by
      have h := mul_le_mul_of_nonneg_left (radialAverage_bounds hx (le_of_lt ht)).1 (hw t ht)
      calc _ = spectralWeight t * ((1 - 3 * x / 2) * (2 * x) / t) := by ring
        _ ≤ _ := h)
  have hupp := setIntegral_mono_on (magneticLoop_integrable hx)
    (spectral_moment.1.const_mul (2 * x)) measurableSet_Ioi (fun t ht => by
      have h := mul_le_mul_of_nonneg_left (radialAverage_bounds hx (le_of_lt ht)).2 (hw t ht)
      calc _ ≤ spectralWeight t * (2 * x / t) := h
        _ = _ := by ring)
  rw [hval] at hlow hupp
  have hpi : ∀ c : ℝ, 2 / (3 * π) * (c * (9 * π / 32)) = 3 / 16 * c := fun c => by
    have := Real.pi_ne_zero
    field_simp
    ring
  have h1 := mul_le_mul_of_nonneg_left hlow hc
  have h2 := mul_le_mul_of_nonneg_left hupp hc
  rw [hpi] at h1 h2
  unfold magneticLoop
  constructor <;> linarith
```

## The leading coefficient

Division by x > 0 gives

(3/8)(1 − 3x/2) ≤ M(x)/x ≤ 3/8.

Both outer terms tend to 3/8, so M(x)/x does too. In the theorem, `𝓝[>] 0` means that x approaches 0 through positive values, and `𝓝 (3 / 8)` is the limit of the quotient. The proof computes the limit of the lower term by continuity (`hl`) and then squeezes, taking both inequalities from `magneticLoop_bounds`.

```lean
/-- The magnetic loop divided by `x = Zα` tends to `3/8` as `x` decreases to zero. -/
theorem magneticLoop_div_tendsto :
    Tendsto (fun x => magneticLoop x / x) (𝓝[>] 0) (𝓝 (3 / 8)) := by
  have hl : Tendsto (fun x : ℝ => 3 / 8 * (1 - 3 * x / 2)) (𝓝[>] 0) (𝓝 (3 / 8)) := by
    have hc : Continuous (fun x : ℝ => 3 / 8 * (1 - 3 * x / 2)) := by fun_prop
    have h := (hc.tendsto 0).mono_left (nhdsWithin_le_nhds (s := Ioi 0))
    rwa [show 3 / 8 * (1 - 3 * (0 : ℝ) / 2) = 3 / 8 by norm_num] at h
  refine tendsto_of_tendsto_of_tendsto_of_le_of_le' hl tendsto_const_nhds ?_ ?_
  · filter_upwards [self_mem_nhdsWithin] with x hx
    rw [le_div_iff₀ hx]
    linarith [(magneticLoop_bounds hx).1]
  · filter_upwards [self_mem_nhdsWithin] with x hx
    rw [div_le_iff₀ hx]
    exact (magneticLoop_bounds hx).2

end

end UehlingMagneticLoop
```

```lean
#print axioms UehlingMagneticLoop.magneticLoop_div_tendsto
```

```
'UehlingMagneticLoop.magneticLoop_div_tendsto' depends on axioms: [propext, Classical.choice, Quot.sound]
```
